# With invertible, rotor-periodic steps, one diagonalisation gives the propagator from every starting step

Let \(U_0,U_1,\dots\) be invertible complex matrices of one finite size with \(U_{k+n}=U_k\), and write

\[
P_j(m)=U_{j+m-1}\cdots U_j,\qquad P_j(0)=1,\qquad A_k=P_0(k).
\]

If an invertible \(V\) diagonalises the period propagator, \(A_nV=VD\) with \(D\) diagonal, then for all \(j,m,r\ge 0\)

\[
P_j(mn+r)=W_{j+r}\,D^m\,W_j^{-1},\qquad W_k=A_kV .
\]

In magic-angle spinning, \(U_k\) is the propagator of one short time slice and \(n\) slices make a rotor period. The gamma angle of a crystallite is here its Euler angle about the rotor axis. Without a radio-frequency field, or with one of constant amplitude and phase in the rotating frame, changing this angle only shifts the rotor modulation in time, so a gamma angle on the grid of slices is a starting step \(j\). For a simulation with finitely many spin states and piecewise constant Hamiltonians, a single diagonalisation of the period propagator per pair of the other two Euler angles therefore serves all \(n\) gamma angles on that grid.

## Ordered products, before any hypothesis

The finite type `ι` labels the basis states.

```lean
import Mathlib

open Matrix

namespace MagicAngleSpinning

noncomputable section

variable {ι : Type*} [Fintype ι] [DecidableEq ι]
```

`propagator U j m` is \(P_j(m)\): the first argument after `U` is the starting step, the second the number of steps. Later steps stand on the left.

```lean
/-- The propagator over `m` steps starting at step `j`: the ordered product
`U (j+m-1) * ... * U j`, with later steps on the left. -/
def propagator (U : ℕ → Matrix ι ι ℂ) (j : ℕ) : ℕ → Matrix ι ι ℂ
  | 0 => 1
  | m + 1 => U (j + m) * propagator U j m
```

`frame U V k` is \(W_k\), the eigenvectors of \(A_n\) carried forward to step \(k\).

```lean
/-- The columns of `V` carried by the propagator from step `0` to step `k`. -/
def frame (U : ℕ → Matrix ι ι ℂ) (V : Matrix ι ι ℂ) (k : ℕ) : Matrix ι ι ℂ :=
  propagator U 0 k * V
```

Cutting the product after \(a\) factors gives \(P_j(a+b)=P_{j+a}(b)\,P_j(a)\), for any matrices at all. The proof is an induction on \(b\) that adds one factor on the left each time.

```lean
/-- Evolution over `a + b` steps is evolution over `a` steps followed by evolution over
the next `b` steps. -/
theorem propagator_add (U : ℕ → Matrix ι ι ℂ) (j a b : ℕ) :
    propagator U j (a + b) = propagator U (j + a) b * propagator U j a := by
  induction b with
  | zero => simp [propagator]
  | succ b ih =>
    show U (j + (a + b)) * propagator U j (a + b)
      = (U (j + a + b) * propagator U (j + a) b) * propagator U j a
    rw [ih, mul_assoc, add_assoc]
```

## Periodicity: the rotor returns after n steps

The hypothesis `hU : ∀ k, U (k + n) = U k` says that the step propagators repeat after one rotor period. This holds when the Hamiltonian, including any pulse sequence, repeats with the rotor. Factor by factor it gives \(P_{j+n}(m)=P_j(m)\).

```lean
/-- Starting one rotor period later gives the same propagator. -/
theorem propagator_shift {U : ℕ → Matrix ι ι ℂ} {n : ℕ} (hU : ∀ k, U (k + n) = U k)
    (j m : ℕ) : propagator U (j + n) m = propagator U j m := by
  induction m with
  | zero => rfl
  | succ m ih =>
    show U (j + n + m) * propagator U (j + n) m = U (j + m) * propagator U j m
    rw [ih, show j + n + m = (j + m) + n by omega, hU]
```

Now split off the first period and use this shift:

\[
P_j((m+1)n+r)=P_{j+n}(mn+r)\,P_j(n)=P_j(mn+r)\,P_j(n).
\]

If \(P_j(mn+r)=P_j(r)P_j(n)^m\) is known, the right side is \(P_j(r)P_j(n)^{m+1}\). The case \(m=0\) is trivial, so the formula holds for every \(m\), and \(j=0\) gives \(A_{mn+r}=A_rA_n^m\). The `rw` in the successor case makes the same moves in the same order.

```lean
/-- Evolution over `m` rotor periods and `r` further steps is the `m`-th power of the period
propagator followed by the propagator over `r` steps, for any starting step. -/
theorem propagator_periods {U : ℕ → Matrix ι ι ℂ} {n : ℕ} (hU : ∀ k, U (k + n) = U k)
    (j m r : ℕ) :
    propagator U j (m * n + r) = propagator U j r * propagator U j n ^ m := by
  induction m with
  | zero => simp
  | succ m ih =>
    -- split off the first period
    rw [show (m + 1) * n + r = n + (m * n + r) by ring, propagator_add,
      propagator_shift hU, ih, pow_succ, mul_assoc]
```

Without periodicity this fails already for \(1\times1\) matrices. Take \(n=1\), \(U_0=1\), \(U_1=-1\): then \(A_2=-1\), but \(A_1^2=1\).

The theorems do not require \(n\ge1\). For \(n=0\) the hypothesis is empty and the period propagator is the identity; a rotor period has \(n\ge1\).

## Invertibility: each step can be undone

The hypothesis `hu : ∀ k, IsUnit (U k)` holds for every unitary step, and is weaker than unitarity. It passes to products, one factor at a time.

```lean
/-- If every step is invertible, so is every propagator. -/
theorem isUnit_propagator {U : ℕ → Matrix ι ι ℂ} (hu : ∀ k, IsUnit (U k)) (j m : ℕ) :
    IsUnit (propagator U j m) := by
  induction m with
  | zero => exact isUnit_one
  | succ m ih => exact (hu (j + m)).mul ih
```

By hand it is used to divide. From \(A_{j+m}=P_j(m)A_j\), multiplication on the right by \(A_j^{-1}\) gives

\[
P_j(m)=A_{j+m}A_j^{-1},
\]

which is the propagator from step \(j\) to step \(k=j+m\). In Lean, `hdet` supplies the invertible determinant that the cancellation lemma asks for.

```lean
/-- The propagator from step `j` to step `j + m` is obtained from the two propagators that
start at step `0`. -/
theorem propagator_eq_mul_inv {U : ℕ → Matrix ι ι ℂ} (hu : ∀ k, IsUnit (U k)) (j m : ℕ) :
    propagator U j m = propagator U 0 (j + m) * (propagator U 0 j)⁻¹ := by
  have hdet := (Matrix.isUnit_iff_isUnit_det _).mp (isUnit_propagator hu 0 j)
  rw [propagator_add, zero_add, Matrix.mul_nonsing_inv_cancel_right _ _ hdet]
```

Without invertibility, \(A_j\) can lose information that the later steps still need. Take \(n=2\) and \(1\times1\) steps alternating between \(U_0=0\) and \(U_1=1\). Then \(P_1(1)=1\), while \(A_2=0\), and no factor multiplying \(A_2\) can restore the 1. The main formula fails in the same way, since \(W_2=0\).

The eigenvalues survive even so. For \(n\ge1\) put \(B=P_{j+1}(n-1)\). Then

\[
P_j(n)=BU_j,\qquad P_{j+1}(n)=U_{j+n}B=U_jB,
\]

and \(BU_j\) and \(U_jB\) have the same characteristic polynomial. Induction on \(j\) links every period propagator to \(A_n\). In the proof the period is written `n + 1`, `h1` and `h2` are the two factorisations, and `Matrix.charpoly_mul_comm` exchanges the factors.

```lean
/-- The period propagators for all starting steps have the same characteristic polynomial,
whether or not the steps are invertible. -/
theorem charpoly_period {U : ℕ → Matrix ι ι ℂ} {n : ℕ} (hU : ∀ k, U (k + n) = U k)
    (j : ℕ) : (propagator U j n).charpoly = (propagator U 0 n).charpoly := by
  induction j with
  | zero => rfl
  | succ j ih =>
    cases n with
    | zero => rfl
    | succ n =>
      -- the two products differ by moving `U j` from the right end to the left end
      have h1 : propagator U j (n + 1) = propagator U (j + 1) n * U j := by
        rw [add_comm n 1, propagator_add]
        simp [propagator]
      have h2 : propagator U (j + 1) (n + 1) = U j * propagator U (j + 1) n := by
        show U (j + 1 + n) * propagator U (j + 1) n = _
        rw [show j + 1 + n = j + (n + 1) by omega, hU]
      rw [h2, Matrix.charpoly_mul_comm, ← h1, ih]
```

Equal characteristic polynomials give equal eigenvalues with multiplicity, but no eigenvectors. Those come from the frames \(W_k\).

## A diagonalisable period propagator

Two hypotheses express the diagonalisation: `hd` is the eigenvalue equation \(A_nV=VD\), with \(D\) the diagonal matrix of the numbers \(d_a\), and `hV` says that the eigenvectors form a basis. For unitary steps such a \(V\) always exists, because \(A_n\) is then unitary; for general invertible steps it is an assumption.

Repeated use of the eigenvalue equation gives \(A_n^mV=VD^m\). Acting on the frame at step \(j\),

\[
\begin{aligned}
P_j(mn+r)W_j&=P_j(mn+r)A_jV=A_{mn+(j+r)}V\\
&=A_{j+r}A_n^mV=A_{j+r}VD^m=W_{j+r}D^m .
\end{aligned}
\]

Since \(W_j=A_jV\) is invertible, multiplying by \(W_j^{-1}\) finishes the derivation. In the proof, `hpow` is the power identity, `key` is the displayed chain, and `hW` permits the last division. The entrywise power `d ^ m` holds the numbers \(d_a^m\).

```lean
/-- One diagonalisation of the period propagator from step `0` gives the propagator from any
starting step `j` over `m` periods and `r` further steps. -/
theorem propagator_of_diagonalisation {U : ℕ → Matrix ι ι ℂ} {n : ℕ}
    (hU : ∀ k, U (k + n) = U k) (hu : ∀ k, IsUnit (U k)) {V : Matrix ι ι ℂ} {d : ι → ℂ}
    (hV : IsUnit V) (hd : propagator U 0 n * V = V * diagonal d) (j m r : ℕ) :
    propagator U j (m * n + r)
      = frame U V (j + r) * diagonal (d ^ m) * (frame U V j)⁻¹ := by
  unfold frame
  have hW : IsUnit (propagator U 0 j * V).det :=
    (Matrix.isUnit_iff_isUnit_det _).mp ((isUnit_propagator hu 0 j).mul hV)
  have hpow : propagator U 0 n ^ m * V = V * diagonal (d ^ m) := by
    have h : SemiconjBy V (diagonal d) (propagator U 0 n) := hd.symm
    rw [← Matrix.diagonal_pow]
    exact (h.pow_right m).eq.symm
  -- act with the propagator on the frame at step `j`
  have key : propagator U j (m * n + r) * (propagator U 0 j * V)
      = propagator U 0 (j + r) * V * diagonal (d ^ m) := by
    have h := propagator_add U 0 j (m * n + r)
    rw [zero_add, show j + (m * n + r) = m * n + (j + r) by ring,
      propagator_periods hU] at h
    rw [← mul_assoc, ← h, mul_assoc, hpow, mul_assoc]
  rw [← key, Matrix.mul_nonsing_inv_cancel_right _ _ hW]
```

Both hypotheses matter. With \(n=1\) and every step equal to \(\begin{pmatrix}1&1\\0&1\end{pmatrix}\), the steps are periodic and invertible, but no invertible \(V\) exists: the power \(A_1^m\) has the entry \(m\), which grows linearly. Without `hV`, the choice \(V=0\) would satisfy `hd` for any \(d\) and say nothing about \(A_n\).

## The signal uses all three hypotheses

For unitary steps, an observable \(Q\) and an initial density matrix \(\rho\), the signal is \(\operatorname{tr}(QP\rho P^\dagger)=\operatorname{tr}(QP\rho P^{-1})\) with \(P=P_j(mn+r)\). The theorem below is about the trace with \(P^{-1}\); it holds for all invertible steps, but that trace is the physical signal only when \(P^{-1}\) may replace \(P^\dagger\), as it may for unitary steps. Write \(K=W_{j+r}\) and \(W=W_j\), so that \(P=KD^mW^{-1}\).

The eigenvalues are non-zero, because \(\det(A_nV)=\det V\prod_a d_a\) and the left side is non-zero. Hence \(P^{-1}=WD^{-m}K^{-1}\), and moving \(K^{-1}\) to the front of the trace gives

\[
\operatorname{tr}(QP\rho P^{-1})
=\operatorname{tr}\big((K^{-1}QK)\,D^m\,(W^{-1}\rho W)\,D^{-m}\big).
\]

The next lemma writes such a trace in matrix elements.

```lean
/-- The trace of a product with two diagonal factors, written in matrix elements. -/
theorem trace_two_diagonals (X Y : Matrix ι ι ℂ) (p q : ι → ℂ) :
    trace (X * diagonal p * Y * diagonal q) = ∑ b, ∑ a, X b a * Y a b * (p a * q b) := by
  unfold Matrix.trace
  refine Finset.sum_congr rfl fun b _ => ?_
  rw [Matrix.diag_apply, Matrix.mul_diagonal, Matrix.mul_apply, Finset.sum_mul]
  refine Finset.sum_congr rfl fun a _ => ?_
  rw [Matrix.mul_diagonal]
  ring
```

The result is

\[
\sum_{b,a}(K^{-1}QK)_{ba}\,(W^{-1}\rho W)_{ab}\,(d_a/d_b)^m .
\]

For unitary steps each ratio \(d_a/d_b\) is a phase factor, the precession accumulated per rotor period. These ratios are common to all starting steps; only the weights depend on \(j\) and \(r\). In the proof, `hd0` shows that the eigenvalues are non-zero, `hinv` inverts \(P\), and the final `calc` turns the trace.

```lean
/-- The signal of observable `Q` from initial density matrix `ρ`, for starting step `j` and
after `m` periods and `r` steps, is a sum of `m`-th powers of the ratios `d a / d b`, weighted
by matrix elements of `Q` and `ρ` in the carried frames. -/
theorem signal_eq_sum {U : ℕ → Matrix ι ι ℂ} {n : ℕ}
    (hU : ∀ k, U (k + n) = U k) (hu : ∀ k, IsUnit (U k)) {V : Matrix ι ι ℂ} {d : ι → ℂ}
    (hV : IsUnit V) (hd : propagator U 0 n * V = V * diagonal d)
    (Q ρ : Matrix ι ι ℂ) (j m r : ℕ) :
    trace (Q * (propagator U j (m * n + r) * ρ * (propagator U j (m * n + r))⁻¹))
      = ∑ b, ∑ a, ((frame U V (j + r))⁻¹ * Q * frame U V (j + r)) b a
          * ((frame U V j)⁻¹ * ρ * frame U V j) a b * (d a / d b) ^ m := by
  have hW : ∀ k, IsUnit (frame U V k).det := fun k =>
    (Matrix.isUnit_iff_isUnit_det _).mp ((isUnit_propagator hu 0 k).mul hV)
  -- invertible steps force non-zero eigenvalues
  have hd0 : ∀ a, d a ≠ 0 := by
    intro a ha
    have h := (Matrix.isUnit_iff_isUnit_det _).mp ((isUnit_propagator hu 0 n).mul hV)
    rw [hd, Matrix.det_mul, Matrix.det_diagonal] at h
    exact h.ne_zero (by rw [Finset.prod_eq_zero (Finset.mem_univ a) ha, mul_zero])
  have hDE : diagonal (d ^ m) * diagonal (d⁻¹ ^ m) = (1 : Matrix ι ι ℂ) := by
    rw [Matrix.diagonal_mul_diagonal, ← Matrix.diagonal_one]
    congr 1
    funext a
    simp only [Pi.pow_apply, Pi.inv_apply]
    rw [← mul_pow, mul_inv_cancel₀ (hd0 a), one_pow]
  rw [propagator_of_diagonalisation hU hu hV hd]
  have hj := Matrix.nonsing_inv_mul _ (hW j)
  have hk := Matrix.mul_nonsing_inv _ (hW (j + r))
  generalize frame U V j = W at *
  generalize frame U V (j + r) = K at *
  have hinv : (K * diagonal (d ^ m) * W⁻¹)⁻¹ = W * diagonal (d⁻¹ ^ m) * K⁻¹ := by
    apply Matrix.inv_eq_right_inv
    calc K * diagonal (d ^ m) * W⁻¹ * (W * diagonal (d⁻¹ ^ m) * K⁻¹)
        = K * (diagonal (d ^ m) * ((W⁻¹ * W) * diagonal (d⁻¹ ^ m))) * K⁻¹ := by
          simp only [mul_assoc]
      _ = 1 := by rw [hj, one_mul, hDE, mul_one, hk]
  -- cycle the last frame factor to the front of the trace
  calc trace (Q * (K * diagonal (d ^ m) * W⁻¹ * ρ * (K * diagonal (d ^ m) * W⁻¹)⁻¹))
      = trace ((Q * K * diagonal (d ^ m) * (W⁻¹ * ρ * W) * diagonal (d⁻¹ ^ m)) * K⁻¹) := by
        rw [hinv]
        simp only [mul_assoc]
    _ = trace ((K⁻¹ * Q * K) * diagonal (d ^ m) * (W⁻¹ * ρ * W) * diagonal (d⁻¹ ^ m)) := by
        rw [Matrix.trace_mul_comm]
        simp only [mul_assoc]
    _ = _ := by
        rw [trace_two_diagonals]
        simp only [Pi.pow_apply, Pi.inv_apply, div_eq_mul_inv, mul_pow]
```

The theorem treats one crystallite orientation and one starting step at a time. The powder average and the error of cutting time into slices are not part of it, and \(Q\) and \(\rho\) may be any matrices.

## Two alternating spin-1/2 steps

A toy cycle with \(n=2\) alternates \(U_0=\sigma_x\) and \(U_1=\sigma_z\), which do not commute.

```lean
/-- A two-step cycle for one spin 1/2, alternating the Pauli matrices x and z. -/
def pauliSteps (k : ℕ) : Matrix (Fin 2) (Fin 2) ℂ :=
  if k % 2 = 0 then !![0, 1; 1, 0] else !![1, 0; 0, -1]
```

Here

\[
A_2=\sigma_z\sigma_x=\begin{pmatrix}0&1\\-1&0\end{pmatrix},\qquad
P_1(2)=\sigma_x\sigma_z=-A_2 .
\]

The two period propagators differ as matrices, but only by a sign, a global phase that no signal can show. Both have characteristic polynomial \(\lambda^2+1\). The normalised eigenvectors of \(A_2\) are \((1,\pm i)/\sqrt2\), with eigenvalues \(\pm i\); the code omits the factor \(1/\sqrt2\), which cancels in the formulas. The theorem below checks that this cycle satisfies every hypothesis.

```lean
/-- The alternating Pauli steps are periodic and invertible, and their period propagator is
diagonalised by an explicit invertible matrix. -/
theorem pauliSteps_witness :
    (∀ k, pauliSteps (k + 2) = pauliSteps k) ∧ (∀ k, IsUnit (pauliSteps k)) ∧
    IsUnit (!![1, 1; Complex.I, -Complex.I] : Matrix (Fin 2) (Fin 2) ℂ) ∧
    propagator pauliSteps 0 2 * !![1, 1; Complex.I, -Complex.I]
      = !![1, 1; Complex.I, -Complex.I] * diagonal ![Complex.I, -Complex.I] := by
  refine ⟨fun k => by simp [pauliSteps], fun k => ?_, ?_, ?_⟩
  · rw [Matrix.isUnit_iff_isUnit_det]
    unfold pauliSteps
    split_ifs <;> simp [Matrix.det_fin_two_of]
  · rw [Matrix.isUnit_iff_isUnit_det, Matrix.det_fin_two_of, isUnit_iff_ne_zero]
    intro h
    have h' := congrArg Complex.im h
    norm_num at h'
  · ext i j
    fin_cases i <;> fin_cases j <;>
      simp [propagator, pauliSteps, Matrix.mul_apply, Fin.sum_univ_succ]

end

end MagicAngleSpinning
```

Take \(Q=\rho=\sigma_z\), a calculation done here by hand. This \(\rho\) is not itself a density matrix: it stands, up to a factor, for the part of one that differs from a multiple of the identity. The identity part adds nothing to the signal, because \(\operatorname{tr}\sigma_z=0\). In the eigenbasis \(V^{-1}\sigma_zV=\begin{pmatrix}0&1\\1&0\end{pmatrix}\), so only the ratios \(d_a/d_b=-1\) contribute. After \(m\) full periods from \(j=0\) the signal is \(2(-1)^m\). One further step makes it \(-2(-1)^m\), because \(\sigma_x\) inverts \(\sigma_z\). Starting from \(j=1\), the signal after \(m\) periods and one step is \(+2(-1)^m\): the ratios are the same and the weight has changed sign.

```lean
#print axioms MagicAngleSpinning.propagator_eq_mul_inv
#print axioms MagicAngleSpinning.charpoly_period
#print axioms MagicAngleSpinning.propagator_of_diagonalisation
#print axioms MagicAngleSpinning.signal_eq_sum
```

```
'MagicAngleSpinning.propagator_eq_mul_inv' depends on axioms: [propext, Classical.choice, Quot.sound]
'MagicAngleSpinning.charpoly_period' depends on axioms: [propext, Classical.choice, Quot.sound]
'MagicAngleSpinning.propagator_of_diagonalisation' depends on axioms: [propext, Classical.choice, Quot.sound]
'MagicAngleSpinning.signal_eq_sum' depends on axioms: [propext, Classical.choice, Quot.sound]
```
